# A two-pulse driven chain closes a quasi-energy gap exactly when a + b or a − b is a multiple of π

**Q:** Suppose I judge a driven dimerised chain by its averaged Hamiltonian. One pulse of angle $a$ acts inside the cells, one of angle $b$ between them. At $a=\pi/4$, $b=3\pi/4$ the average is a static chain with unequal hoppings, gapped at every crystal momentum $k$. Yet at $k=0$ both pulses rotate about $\sigma_x$, and together they give $e^{-i\pi\sigma_x}=-1$. My phase diagram has missed a gap closing. What is the correct criterion?

**A:** With $h(k)=\cos k\,\sigma_x+\sin k\,\sigma_y$, the one-period operator is
$$U(k)=e^{-ia\sigma_x}e^{-ib\,h(k)}.$$
It equals $1$ or $-1$ at some real $k$ exactly when $a+b$ or $a-b$ is an integer multiple of $\pi$. For this non-interacting, periodic, two-pulse chain, those are the lines in the $(a,b)$ plane where a numerical phase diagram should show a closing.

**Q:** Why is $U=\pm1$ the right meaning of "closing"?

**A:** $U(k)$ is a two-by-two unitary matrix with determinant one, so its eigenvalues are $e^{\pm i\theta}$. They coincide only at $1$ or $-1$, and a two-by-two unitary matrix whose eigenvalues coincide is a multiple of the identity. This translation from touching bands to $U=\pm1$ is my argument by hand; the theorems start from $U=\pm1$.

**Q:** Then derive the criterion.

**A:** Both generators have the form $M=\begin{pmatrix}0&q\\p&0\end{pmatrix}$ with $pq=1$: $p=q=1$ for $\sigma_x$, and $p=e^{ik}$, $q=e^{-ik}$ for $h(k)$. The vectors $(1,p)$ and $(1,-p)$ are eigenvectors of $M$ with eigenvalues $1$ and $-1$, so
$$e^{-iaM}=\cos a-i\sin a\,M.$$
Since $\sigma_x h(k)=\mathrm{diag}(e^{ik},e^{-ik})$, multiplying the pulses gives
$$U=\cos a\cos b-i\sin a\cos b\,\sigma_x-i\cos a\sin b\,h(k)-\sin a\sin b\,\mathrm{diag}(e^{ik},e^{-ik}).$$
Only the first and last terms have a trace:
$$\tfrac12\mathrm{tr}\,U=\cos a\cos b-\sin a\sin b\cos k=\tfrac{1+\cos k}{2}\cos(a+b)+\tfrac{1-\cos k}{2}\cos(a-b).$$

Let $\varepsilon=\pm1$ and suppose $U(k)=\varepsilon$. Then half the trace is $\varepsilon$, which rearranges to
$$(1+\cos k)\bigl(1-\varepsilon\cos(a+b)\bigr)+(1-\cos k)\bigl(1-\varepsilon\cos(a-b)\bigr)=0.$$
Both terms are non-negative, so both vanish. The factors $1\pm\cos k$ sum to 2 and cannot both be zero, so one of the two cosines equals $\varepsilon$.

Conversely,
$$U(0)=\cos(a+b)-i\sin(a+b)\sigma_x,\qquad U(\pi)=\cos(a-b)-i\sin(a-b)\sigma_x.$$
If a cosine is $\varepsilon$, its sine is zero and the corresponding matrix is $\varepsilon$ times the identity. Finally, $\cos x=1$ means that $x$ is an even multiple of $\pi$, and $\cos x=-1$ an odd one.

**Q:** Does this agree with the static chain for weak pulses?

**A:** Yes. If $|a|+|b|<\pi$, the only multiple of $\pi$ that $a\pm b$ can reach is zero, so the gap closes exactly when $|a|=|b|$, as in the static chain. Your example has $|a|+|b|=\pi$, just where this argument stops.

**Q:** Now the formal version. Is the drive really there, or has somebody typed in the final cosines?

**A:** The drive is there. The Pauli matrices are explicit complex matrices, and `hopping k` is $h(k)$.

In Lean 4 with Mathlib:

```lean
import Mathlib

open Matrix

namespace DrivenChainGap

noncomputable section

/-- The Pauli matrix σx. -/
def sx : Matrix (Fin 2) (Fin 2) ℂ := !![0, 1; 1, 0]

/-- The Pauli matrix σy. -/
def sy : Matrix (Fin 2) (Fin 2) ℂ := !![0, -Complex.I; Complex.I, 0]

/-- The inter-cell hopping at crystal momentum `k`: cos k σx + sin k σy. -/
def hopping (k : ℝ) : Matrix (Fin 2) (Fin 2) ℂ :=
  (Real.cos k : ℂ) • sx + (Real.sin k : ℂ) • sy
```

`floquet a b k` is $U(k)$, built with the matrix exponential `NormedSpace.exp`.

```lean
/-- The one-period evolution operator: an inter-cell pulse of angle `b`, followed by an
intra-cell pulse of angle `a`. -/
def floquet (a b k : ℝ) : Matrix (Fin 2) (Fin 2) ℂ :=
  NormedSpace.exp ((-(Complex.I * a)) • sx) * NormedSpace.exp ((-(Complex.I * b)) • hopping k)
```

The rightmost factor acts first, so the inter-cell pulse precedes the intra-cell one. The real numbers `a` and `b` are dimensionless: hopping amplitude times pulse duration over $\hbar$. The momentum `k` is dimensionless too, measured in units of the inverse cell length. The phase convention puts the whole $e^{ik}$ on the inter-cell bond.

**Q:** And the claims about it?

**A:** `half_trace` equates the complex half trace with a real number, so it also says that the half trace is real. In `gap_closes_iff`, `∃ k : ℝ` ranges over all real momenta, `1` and `-1` are matrices, and `n : ℤ` may be negative or zero. Two refinements separate the gaps: `zero_gap_closes_iff` treats $U=1$, quasi-energy zero, with even multiples, and `pi_gap_closes_iff` treats $U=-1$, quasi-energy $\pi$ in units of $\hbar$ over the drive period, with odd ones.

**Q:** What physics is missing?

**A:** Winding numbers, edge states, disorder, interactions and smooth pulse shapes. A finite ring also samples only discrete momenta, and may miss $k=\pi$. The theorems locate closings; they don't say which phase lies on either side.

**Q:** How does the proof obtain the exponential?

**A:** Two small lemmas handle matrix entries. Then `pulse` carries out the diagonalisation: `hVW` checks the inverse of the eigenvector matrix, `Matrix.exp_units_conj` moves the exponential inside the conjugation, and Euler's formula supplies the cosines and sines.

```lean
/-- Two-by-two matrices with equal entries are equal. -/
theorem mat2 {x y z w x' y' z' w' : ℂ} (hx : x = x') (hy : y = y') (hz : z = z')
    (hw : w = w') : !![x, y; z, w] = !![x', y'; z', w'] := by
  subst hx hy hz hw
  rfl

/-- A scalar multiplies a two-by-two matrix entry by entry. -/
theorem smul2 (c x y z w : ℂ) :
    c • !![x, y; z, w] = !![c * x, c * y; c * z, c * w] := by
  ext i j
  fin_cases i <;> fin_cases j <;> simp

/-- Closed form of a pulse of angle `a` generated by an off-diagonal matrix whose two
entries have product one. -/
theorem pulse (p q : ℂ) (h : p * q = 1) (a : ℝ) :
    NormedSpace.exp ((-(Complex.I * a)) • !![0, q; p, 0]) =
      !![(Real.cos a : ℂ), -(Complex.I * Real.sin a * q);
         -(Complex.I * Real.sin a * p), (Real.cos a : ℂ)] := by
  -- the exponential of a diagonal matrix
  have hdiag : ∀ x y : ℂ, Matrix.diagonal ![x, y] = !![x, 0; 0, y] := by
    intro x y
    ext i j
    fin_cases i <;> fin_cases j <;> simp
  have hexp : ∀ x y : ℂ, NormedSpace.exp !![x, 0; 0, y] =
      !![Complex.exp x, 0; 0, Complex.exp y] := by
    intro x y
    rw [← hdiag x y, Matrix.exp_diagonal, ← hdiag (Complex.exp x) (Complex.exp y)]
    congr 1
    funext i
    -- the exponential of a tuple is taken component by component
    have hpi : NormedSpace.exp ![x, y] i = NormedSpace.exp (![x, y] i) := by
      exact NormedSpace.map_exp (Pi.evalRingHom (fun _ : Fin 2 => ℂ) i)
        (continuous_apply i) ![x, y]
    refine hpi.trans ?_
    fin_cases i <;> simp [Complex.exp_eq_exp_ℂ]
  -- the eigenvectors and their inverse
  have hVW : !![1, 1; p, -p] * !![1 / 2, q / 2; 1 / 2, -q / 2] = 1 := by
    rw [Matrix.mul_fin_two, Matrix.one_fin_two]
    exact mat2 (by ring) (by ring) (by ring) (by linear_combination h)
  have key := Matrix.exp_units_conj
    (⟨!![1, 1; p, -p], !![1 / 2, q / 2; 1 / 2, -q / 2], hVW, mul_eq_one_comm.mp hVW⟩ :
      (Matrix (Fin 2) (Fin 2) ℂ)ˣ) !![-(Complex.I * a), 0; 0, -(-(Complex.I * a))]
  change NormedSpace.exp (!![1, 1; p, -p] * !![-(Complex.I * a), 0; 0, -(-(Complex.I * a))]
      * !![1 / 2, q / 2; 1 / 2, -q / 2]) = !![1, 1; p, -p] *
      NormedSpace.exp !![-(Complex.I * a), 0; 0, -(-(Complex.I * a))]
      * !![1 / 2, q / 2; 1 / 2, -q / 2] at key
  have e1 : (-(Complex.I * a)) • !![0, q; p, 0] =
      !![1, 1; p, -p] * !![-(Complex.I * a), 0; 0, -(-(Complex.I * a))]
      * !![1 / 2, q / 2; 1 / 2, -q / 2] := by
    rw [smul2, Matrix.mul_fin_two, Matrix.mul_fin_two]
    exact mat2 (by ring) (by ring) (by ring) (by ring)
  have he : Complex.exp (-(Complex.I * a)) = Real.cos a - Complex.I * Real.sin a := by
    rw [show -(Complex.I * a) = (-(a : ℂ)) * Complex.I by ring, Complex.exp_mul_I,
      Complex.cos_neg, Complex.sin_neg, Complex.ofReal_cos, Complex.ofReal_sin]
    ring
  have hf : Complex.exp (-(-(Complex.I * a))) = Real.cos a + Complex.I * Real.sin a := by
    rw [show -(-(Complex.I * a)) = (a : ℂ) * Complex.I by ring, Complex.exp_mul_I,
      Complex.ofReal_cos, Complex.ofReal_sin]
    ring
  rw [e1, key, hexp, he, hf, Matrix.mul_fin_two, Matrix.mul_fin_two]
  exact mat2 (by ring) (by ring) (by ring) (by linear_combination (Real.cos a : ℂ) * h)
```

`floquet_eq` applies this twice. Its `hk` is the condition $pq=1$ for $h(k)$, which is $\cos^2k+\sin^2k=1$. The trace follows by adding the diagonal entries.

```lean
/-- The entries of the one-period evolution operator. -/
theorem floquet_eq (a b k : ℝ) : floquet a b k =
    !![(Real.cos a : ℂ) * Real.cos b
          - Real.sin a * Real.sin b * (Real.cos k + Complex.I * Real.sin k),
       -(Complex.I * (Real.sin a * Real.cos b
          + Real.cos a * Real.sin b * (Real.cos k - Complex.I * Real.sin k)));
       -(Complex.I * (Real.sin a * Real.cos b
          + Real.cos a * Real.sin b * (Real.cos k + Complex.I * Real.sin k))),
       (Real.cos a : ℂ) * Real.cos b
          - Real.sin a * Real.sin b * (Real.cos k - Complex.I * Real.sin k)] := by
  have hh : hopping k = !![0, (Real.cos k : ℂ) - Complex.I * Real.sin k;
      (Real.cos k : ℂ) + Complex.I * Real.sin k, 0] := by
    ext i j
    fin_cases i <;> fin_cases j <;> simp [hopping, sx, sy] <;> ring
  have h1 : (Real.cos k : ℂ) ^ 2 + (Real.sin k : ℂ) ^ 2 = 1 := by
    rw [← Complex.ofReal_pow, ← Complex.ofReal_pow, ← Complex.ofReal_add,
      Real.cos_sq_add_sin_sq, Complex.ofReal_one]
  have hk : ((Real.cos k : ℂ) + Complex.I * Real.sin k)
      * ((Real.cos k : ℂ) - Complex.I * Real.sin k) = 1 := by
    linear_combination h1 - (Real.sin k : ℂ) ^ 2 * Complex.I_sq
  rw [floquet, hh, pulse _ _ hk b, show sx = !![0, 1; 1, 0] from rfl,
    pulse 1 1 (one_mul 1) a, Matrix.mul_fin_two]
  exact mat2
    (by linear_combination (Real.sin a : ℂ) * Real.sin b
          * (Real.cos k + Complex.I * Real.sin k) * Complex.I_sq)
    (by ring) (by ring)
    (by linear_combination (Real.sin a : ℂ) * Real.sin b
          * (Real.cos k - Complex.I * Real.sin k) * Complex.I_sq)

/-- Half the trace of the one-period operator is cos a cos b - sin a sin b cos k. -/
theorem half_trace (a b k : ℝ) : Matrix.trace (floquet a b k) / 2 =
    ((Real.cos a * Real.cos b - Real.sin a * Real.sin b * Real.cos k : ℝ) : ℂ) := by
  rw [floquet_eq, Matrix.trace_fin_two_of]
  push_cast
  ring
```

**Q:** Where does the weighted average enter?

**A:** In `closing_iff_cos`, which treats both signs at once through `ε`. The identity `avg` is the vanishing sum above, `p1` and `p2` are the two non-negativity statements, and `z1` and `z2` conclude that each term is zero. The converse supplies the momenta `0` and `Real.pi` and checks the four entries.

```lean
/-- For a sign ε, the one-period operator equals ε times the identity at some momentum
exactly when cos (a + b) or cos (a - b) equals ε. -/
theorem closing_iff_cos (a b ε : ℝ) (hε : ε = 1 ∨ ε = -1) :
    (∃ k : ℝ, floquet a b k = (ε : ℂ) • (1 : Matrix (Fin 2) (Fin 2) ℂ)) ↔
      Real.cos (a + b) = ε ∨ Real.cos (a - b) = ε := by
  have e2 : ε * ε = 1 := by rcases hε with rfl | rfl <;> norm_num
  have hle : ∀ x, ε * Real.cos x ≤ 1 := by
    intro x
    rcases hε with rfl | rfl <;> linarith [Real.cos_le_one x, Real.neg_one_le_cos x]
  have hsin : ∀ x, Real.cos x = ε → Real.sin x = 0 := by
    intro x hx
    have h := Real.sin_sq_add_cos_sq x
    rw [hx] at h
    have h0 : Real.sin x ^ 2 = 0 := by linear_combination h - e2
    exact (pow_eq_zero_iff two_ne_zero).mp h0
  constructor
  · rintro ⟨k, h⟩
    have t := half_trace a b k
    rw [h, Matrix.trace_smul, Matrix.trace_one, Fintype.card_fin] at t
    have t' : Real.cos a * Real.cos b - Real.sin a * Real.sin b * Real.cos k = ε := by
      apply Complex.ofReal_injective
      rw [← t]
      simp
    -- half the trace is a weighted average of the two cosines
    have avg : (1 + Real.cos k) * (1 - ε * Real.cos (a + b))
        + (1 - Real.cos k) * (1 - ε * Real.cos (a - b)) = 0 := by
      rw [Real.cos_add, Real.cos_sub]
      linear_combination (-2 * ε) * t' - 2 * e2
    have p1 := mul_nonneg (by linarith [Real.neg_one_le_cos k] : 0 ≤ 1 + Real.cos k)
      (sub_nonneg.mpr (hle (a + b)))
    have p2 := mul_nonneg (sub_nonneg.mpr (Real.cos_le_one k))
      (sub_nonneg.mpr (hle (a - b)))
    have z1 : (1 + Real.cos k) * (1 - ε * Real.cos (a + b)) = 0 := by linarith
    have z2 : (1 - Real.cos k) * (1 - ε * Real.cos (a - b)) = 0 := by linarith
    rcases mul_eq_zero.mp z1 with hc | hx
    · right
      rcases mul_eq_zero.mp z2 with hd | hy
      · linarith
      · linear_combination (-ε) * hy - Real.cos (a - b) * e2
    · left
      linear_combination (-ε) * hx - Real.cos (a + b) * e2
  · rintro (h | h)
    · -- closing at the zone centre
      have hc : (Real.cos a : ℂ) * Real.cos b - Real.sin a * Real.sin b = ε := by
        rw [← h, Real.cos_add, Complex.ofReal_sub, Complex.ofReal_mul, Complex.ofReal_mul]
      have hs := congrArg Complex.ofReal (hsin _ h)
      rw [Real.sin_add, Complex.ofReal_add, Complex.ofReal_mul, Complex.ofReal_mul,
        Complex.ofReal_zero] at hs
      refine ⟨0, ?_⟩
      rw [floquet_eq, Matrix.one_fin_two, smul2, Real.cos_zero, Real.sin_zero,
        Complex.ofReal_one, Complex.ofReal_zero]
      exact mat2 (by linear_combination hc) (by linear_combination (-Complex.I) * hs)
        (by linear_combination (-Complex.I) * hs) (by linear_combination hc)
    · -- closing at the zone boundary
      have hc : (Real.cos a : ℂ) * Real.cos b + Real.sin a * Real.sin b = ε := by
        rw [← h, Real.cos_sub, Complex.ofReal_add, Complex.ofReal_mul, Complex.ofReal_mul]
      have hs := congrArg Complex.ofReal (hsin _ h)
      rw [Real.sin_sub, Complex.ofReal_sub, Complex.ofReal_mul, Complex.ofReal_mul,
        Complex.ofReal_zero] at hs
      refine ⟨Real.pi, ?_⟩
      rw [floquet_eq, Matrix.one_fin_two, smul2, Real.cos_pi, Real.sin_pi,
        Complex.ofReal_neg, Complex.ofReal_one, Complex.ofReal_zero]
      exact mat2 (by linear_combination hc) (by linear_combination (-Complex.I) * hs)
        (by linear_combination (-Complex.I) * hs) (by linear_combination hc)
```

The next two theorems turn the cosine conditions into multiples of $\pi$. The case of $-1$ is reduced to that of $1$ by shifting the angle by $\pi$.

```lean
/-- The one-period operator equals 1 at some momentum exactly when a + b or a - b is an
even multiple of π. -/
theorem zero_gap_closes_iff (a b : ℝ) : (∃ k : ℝ, floquet a b k = 1) ↔
    (∃ n : ℤ, a + b = 2 * n * Real.pi) ∨ (∃ n : ℤ, a - b = 2 * n * Real.pi) := by
  have hcos : ∀ x : ℝ, Real.cos x = 1 ↔ ∃ n : ℤ, x = 2 * n * Real.pi := by
    intro x
    rw [Real.cos_eq_one_iff]
    exact exists_congr fun n =>
      ⟨fun h => by linear_combination -h, fun h => by linear_combination -h⟩
  have h := closing_iff_cos a b 1 (Or.inl rfl)
  simp only [Complex.ofReal_one, one_smul] at h
  rw [h, hcos, hcos]

/-- The one-period operator equals -1 at some momentum exactly when a + b or a - b is an
odd multiple of π. -/
theorem pi_gap_closes_iff (a b : ℝ) : (∃ k : ℝ, floquet a b k = -1) ↔
    (∃ n : ℤ, a + b = (2 * n + 1) * Real.pi) ∨
      (∃ n : ℤ, a - b = (2 * n + 1) * Real.pi) := by
  have hcos : ∀ x : ℝ, Real.cos x = -1 ↔ ∃ n : ℤ, x = (2 * n + 1) * Real.pi := by
    intro x
    have hshift : Real.cos x = -1 ↔ Real.cos (x - Real.pi) = 1 := by
      rw [Real.cos_sub_pi]
      constructor <;> intro h <;> linarith
    rw [hshift, Real.cos_eq_one_iff]
    exact exists_congr fun n =>
      ⟨fun h => by linear_combination -h, fun h => by linear_combination -h⟩
  have h := closing_iff_cos a b (-1) (Or.inr rfl)
  simp only [Complex.ofReal_neg, Complex.ofReal_one, neg_smul, one_smul] at h
  rw [h, hcos, hcos]
```

Combining them is a matter of parity: `Int.even_or_odd'` splits the integer, and the parity decides between $1$ and $-1$.

```lean
/-- The one-period operator equals 1 or -1 at some momentum exactly when a + b or a - b is
an integer multiple of π. -/
theorem gap_closes_iff (a b : ℝ) :
    (∃ k : ℝ, floquet a b k = 1 ∨ floquet a b k = -1) ↔
      (∃ n : ℤ, a + b = n * Real.pi) ∨ (∃ n : ℤ, a - b = n * Real.pi) := by
  rw [exists_or, zero_gap_closes_iff, pi_gap_closes_iff]
  constructor
  · rintro ((⟨n, h⟩ | ⟨n, h⟩) | (⟨n, h⟩ | ⟨n, h⟩))
    · exact Or.inl ⟨2 * n, by push_cast; exact h⟩
    · exact Or.inr ⟨2 * n, by push_cast; exact h⟩
    · exact Or.inl ⟨2 * n + 1, by push_cast; exact h⟩
    · exact Or.inr ⟨2 * n + 1, by push_cast; exact h⟩
  · -- the parity of the multiple decides between 1 and -1
    rintro (⟨n, h⟩ | ⟨n, h⟩) <;> obtain ⟨m, rfl | rfl⟩ := Int.even_or_odd' n <;>
      push_cast at h
    · exact Or.inl (Or.inl ⟨m, h⟩)
    · exact Or.inr (Or.inl ⟨m, h⟩)
    · exact Or.inl (Or.inr ⟨m, h⟩)
    · exact Or.inr (Or.inr ⟨m, h⟩)
```

**Q:** Your converse used only $k=0$ and $k=\pi$. Can a closing happen elsewhere?

**A:** Not if $\sin a\sin b\neq0$. The diagonal entries of $\pm1$ are equal, while those of $U(k)$ differ by $-2i\sin a\sin b\sin k$, so $\sin k=0$. `closing_momentum` makes the same comparison, in `e'`.

```lean
/-- If sin a sin b is nonzero, the one-period operator can equal 1 or -1 only at momenta
with sin k = 0. -/
theorem closing_momentum (a b k : ℝ) (hab : Real.sin a * Real.sin b ≠ 0)
    (h : floquet a b k = 1 ∨ floquet a b k = -1) : Real.sin k = 0 := by
  have e : floquet a b k 0 0 = floquet a b k 1 1 := by
    rcases h with h | h <;> simp [h]
  rw [floquet_eq] at e
  -- compare the two diagonal entries
  have e' : (Real.cos a : ℂ) * Real.cos b
        - Real.sin a * Real.sin b * (Real.cos k + Complex.I * Real.sin k)
      = (Real.cos a : ℂ) * Real.cos b
        - Real.sin a * Real.sin b * (Real.cos k - Complex.I * Real.sin k) := e
  have h0 : Complex.I * ((Real.sin a * Real.sin b * Real.sin k : ℝ) : ℂ) = 0 := by
    rw [Complex.ofReal_mul, Complex.ofReal_mul]
    linear_combination (-1 / 2 : ℂ) * e'
  have h1 := Complex.ofReal_eq_zero.mp ((mul_eq_zero.mp h0).resolve_left Complex.I_ne_zero)
  exact (mul_eq_zero.mp h1).resolve_left hab

end

end DrivenChainGap
```

Without that hypothesis the conclusion can fail: for $a=b=0$ there is no drive, $U(k)=1$ at every momentum, and at $k=\pi/2$ we have $\sin k=1$.

```lean
#print axioms DrivenChainGap.gap_closes_iff
-- 'DrivenChainGap.gap_closes_iff' depends on axioms: [propext, Classical.choice, Quot.sound]
#print axioms DrivenChainGap.closing_momentum
-- 'DrivenChainGap.closing_momentum' depends on axioms: [propext, Classical.choice, Quot.sound]
```
